# The Margenau-Hill quasiprobability of two orthogonal projectors in a normalised state is at least −1/8

Suppose a calculation reports −0.2 for the Margenau-Hill quasiprobability of two yes-no properties of a quantum system. Negative values are known to occur when the two projectors do not commute, so the sign raises no alarm. If all one knows is that such numbers may be negative, the value is accepted. It is nevertheless impossible: for a normalised state vector and two orthogonal projectors, nothing below −0.125 can occur.

The quantity in question is the real part of \(\langle\psi,PQ\psi\rangle\), where \(\psi\) is the state and \(P\), \(Q\) are the projectors of the two properties. When \(P\) is measured weakly and \(Q\) is then measured projectively with nonzero probability, it equals the Born probability of \(Q\) times the real part of the weak value of \(P\). The bound therefore limits how negative that product can be for a pure state and ideal projectors. In such a weak measurement, identifying the laboratory record with this product is an approximation for small measurement coupling. That approximation is a physical assumption about the apparatus and does not appear among the hypotheses below.

## States, projectors and the quasiprobability

The state \(\psi\) lies in a complex inner product space \(E\). Its dimension may be finite or infinite, and completeness is not needed.

```lean
import Mathlib

open scoped InnerProductSpace

namespace MargenauHillNegativity

noncomputable section

variable {E : Type*} [NormedAddCommGroup E] [InnerProductSpace ℂ E]
```

The inner product `inner ℂ x y` is conjugate-linear in \(x\) and linear in \(y\), as in Dirac notation.

An orthogonal projector satisfies

\[
\langle Px,y\rangle=\langle x,Py\rangle \quad\text{for all } x,y\in E,\qquad P^2=P .
\]

The word "orthogonal" describes each operator separately. The ranges of \(P\) and \(Q\) need not be orthogonal to each other.

```lean
/-- An orthogonal projector: a symmetric linear operator that equals its own square. -/
structure IsProjector (P : E →ₗ[ℂ] E) : Prop where
  selfAdj : P.IsSymmetric
  idem : P * P = P
```

The type `E →ₗ[ℂ] E` contains the linear operators defined on all of \(E\), and their product `P * P` is composition. The field `selfAdj` is the first condition and `idem` the second.

For two such operators, write

\[
M_\psi(P,Q)=\operatorname{Re}\langle\psi,PQ\psi\rangle .
\]

```lean
/-- The Margenau-Hill quasiprobability of `P` and `Q` in the state `ψ`:
the real part of `⟨ψ, P Q ψ⟩`. -/
def margenauHill (P Q : E →ₗ[ℂ] E) (ψ : E) : ℝ := (inner ℂ ψ (P (Q ψ))).re
```

The definition accepts any linear operators and any vector. The projector property and, where needed, the normalisation of \(\psi\) enter as hypotheses of the theorems.

## The anticommutator as a polynomial in the sum

Put \(S=P+Q\). Expanding the square and using \(P^2=P\), \(Q^2=Q\) gives

\[
S^2=P^2+PQ+QP+Q^2=S+PQ+QP,
\]

and hence

\[
PQ+QP=S^2-S .
\]

```lean
/-- For two orthogonal projectors the anticommutator is a polynomial in their sum:
`PQ + QP = (P + Q)² - (P + Q)`. -/
theorem anticommutator_eq {P Q : E →ₗ[ℂ] E} (hP : IsProjector P) (hQ : IsProjector Q) :
    P * Q + Q * P = (P + Q) * (P + Q) - (P + Q) := by
  simp only [add_mul, mul_add, hP.idem, hQ.idem]
  abel
```

The call to `simp only` expands the products and applies idempotence; `abel` cancels the remaining sums. Self-adjointness plays no part in this identity.

## From the operator identity to two moments

The two operator orderings have complex conjugate expectation values:

\[
\langle\psi,QP\psi\rangle=\langle Q\psi,P\psi\rangle
=\overline{\langle P\psi,Q\psi\rangle}
=\overline{\langle\psi,PQ\psi\rangle}.
\]

Their real parts agree, so the real part of \(\langle\psi,(PQ+QP)\psi\rangle\) is \(2M_\psi(P,Q)\). Since \(S\) is symmetric, \(\langle\psi,S^2\psi\rangle=\langle S\psi,S\psi\rangle=\|S\psi\|^2\). The anticommutator identity becomes

\[
2M_\psi(P,Q)=\|S\psi\|^2-\operatorname{Re}\langle\psi,S\psi\rangle .
\]

```lean
/-- Twice the Margenau-Hill quasiprobability of two orthogonal projectors is `‖(P + Q) ψ‖²` minus
the real part of `⟨ψ, (P + Q) ψ⟩`. For a unit vector `ψ` these are the second and first moments of
`P + Q`. -/
theorem two_mul_margenauHill {P Q : E →ₗ[ℂ] E} (hP : IsProjector P) (hQ : IsProjector Q)
    (ψ : E) :
    2 * margenauHill P Q ψ = ‖(P + Q) ψ‖ ^ 2 - (inner ℂ ψ ((P + Q) ψ)).re := by
  -- the two operator orderings have the same real part
  have hswap : (inner ℂ ψ (Q (P ψ))).re = (inner ℂ ψ (P (Q ψ))).re := by
    rw [← hQ.selfAdj ψ (P ψ), ← hP.selfAdj ψ (Q ψ), ← inner_conj_symm (Q ψ) (P ψ),
      Complex.conj_re]
  have hS : inner ℂ ψ ((P + Q) ((P + Q) ψ)) = inner ℂ ((P + Q) ψ) ((P + Q) ψ) :=
    ((hP.selfAdj.add hQ.selfAdj) ψ _).symm
  -- expectation value of the anticommutator identity
  have h : inner ℂ ψ (P (Q ψ)) + inner ℂ ψ (Q (P ψ))
      = inner ℂ ((P + Q) ψ) ((P + Q) ψ) - inner ℂ ψ ((P + Q) ψ) := by
    rw [← hS, ← inner_add_right, ← inner_sub_right]
    exact congrArg (fun T : E →ₗ[ℂ] E => inner ℂ ψ (T ψ)) (anticommutator_eq hP hQ)
  have hn : (inner ℂ ((P + Q) ψ) ((P + Q) ψ)).re = ‖(P + Q) ψ‖ ^ 2 :=
    inner_self_eq_norm_sq (𝕜 := ℂ) _
  have h' := congrArg Complex.re h
  rw [Complex.add_re, Complex.sub_re, hn, hswap] at h'
  unfold margenauHill
  linarith
```

This theorem holds for every vector \(\psi\), normalised or not. For a unit vector, the last term is the sum of the Born probabilities of \(P\) and \(Q\).

In the proof, `hswap` is the equality of the two real parts and `hS` moves one factor of \(S\) across the inner product. The step `h` applies the operator identity to \(\psi\) and takes the inner product with \(\psi\). Taking real parts then leaves a linear equation, which `linarith` solves.

## Completing the square

Expanding the squared distance between \(S\psi\) and \(\psi/2\) gives

\[
\left\|S\psi-\tfrac12\psi\right\|^2
=\|S\psi\|^2-\operatorname{Re}\langle S\psi,\psi\rangle+\tfrac14\|\psi\|^2 .
\]

By the symmetry of \(S\), the first two terms on the right are \(2M_\psi(P,Q)\). Solving for the quasiprobability yields

\[
M_\psi(P,Q)=\tfrac12\left\|S\psi-\tfrac12\psi\right\|^2-\tfrac18\|\psi\|^2 .
\]

```lean
/-- Completing the square: for orthogonal projectors the Margenau-Hill quasiprobability is
half the squared norm of `(P + Q - 1/2) ψ`, minus one eighth of the squared norm of `ψ`. -/
theorem margenauHill_eq_square {P Q : E →ₗ[ℂ] E} (hP : IsProjector P) (hQ : IsProjector Q)
    (ψ : E) :
    margenauHill P Q ψ = ‖(P + Q) ψ - (1 / 2 : ℂ) • ψ‖ ^ 2 / 2 - ‖ψ‖ ^ 2 / 8 := by
  have h0 : ‖(P + Q) ψ - (1 / 2 : ℂ) • ψ‖ ^ 2 = ‖(P + Q) ψ‖ ^ 2
      - 2 * (inner ℂ ((P + Q) ψ) ((1 / 2 : ℂ) • ψ)).re + ‖(1 / 2 : ℂ) • ψ‖ ^ 2 :=
    norm_sub_sq (𝕜 := ℂ) _ _
  have h1 : (inner ℂ ((P + Q) ψ) ((1 / 2 : ℂ) • ψ)).re
      = (inner ℂ ψ ((P + Q) ψ)).re / 2 := by
    rw [inner_smul_right, (hP.selfAdj.add hQ.selfAdj) ψ ψ,
      show (1 / 2 : ℂ) = ((1 / 2 : ℝ) : ℂ) by norm_num, Complex.re_ofReal_mul]
    ring
  have h2 : ‖(1 / 2 : ℂ) • ψ‖ = ‖ψ‖ / 2 := by
    have h3 : ‖(1 / 2 : ℂ)‖ = 1 / 2 := by norm_num
    rw [norm_smul, h3]
    ring
  rw [h1, h2] at h0
  linarith [two_mul_margenauHill hP hQ ψ]
```

Here `h0` is the expansion of the squared norm. The steps `h1` and `h2` evaluate its cross term and its last term, and the moment formula supplies the rest. The scalar \(1/2\) is written as a complex number because it multiplies a vector in a complex space.

## The lower bound and the states that reach it

Set \(\|\psi\|=1\). The first term of the completed square is nonnegative, so

\[
M_\psi(P,Q)\ge-\tfrac18 .
\]

```lean
/-- The Margenau-Hill quasiprobability of two orthogonal projectors in a normalised state
is never below `-1/8`. -/
theorem neg_one_eighth_le_margenauHill {P Q : E →ₗ[ℂ] E} (hP : IsProjector P)
    (hQ : IsProjector Q) {ψ : E} (hψ : ‖ψ‖ = 1) : -1 / 8 ≤ margenauHill P Q ψ := by
  rw [margenauHill_eq_square hP hQ, hψ]
  linarith [sq_nonneg ‖(P + Q) ψ - (1 / 2 : ℂ) • ψ‖]
```

The hypothesis `hψ` is the normalisation, and `sq_nonneg` supplies the sign of the square. No relation between \(P\) and \(Q\) is assumed.

The value \(-1/8\) occurs precisely when the square vanishes:

\[
M_\psi(P,Q)=-\tfrac18
\quad\Longleftrightarrow\quad
(P+Q)\psi=\tfrac12\psi .
\]

```lean
/-- For orthogonal projectors and a normalised state, the value `-1/8` is attained exactly when
`(P + Q) ψ = ψ / 2`. -/
theorem margenauHill_eq_min_iff {P Q : E →ₗ[ℂ] E} (hP : IsProjector P)
    (hQ : IsProjector Q) {ψ : E} (hψ : ‖ψ‖ = 1) :
    margenauHill P Q ψ = -1 / 8 ↔ (P + Q) ψ = (1 / 2 : ℂ) • ψ := by
  rw [margenauHill_eq_square hP hQ, hψ]
  constructor
  · intro h
    have h0 : ‖(P + Q) ψ - (1 / 2 : ℂ) • ψ‖ ^ 2 = 0 := by linarith
    exact sub_eq_zero.mp (norm_eq_zero.mp (pow_eq_zero_iff two_ne_zero |>.mp h0))
  · intro h
    rw [h, sub_self, norm_zero]
    norm_num
```

In the forward direction, the proof deduces that the squared norm is zero, then that the norm is zero, then that the two vectors are equal. In the reverse direction it substitutes the eigenvalue equation into the completed square.

A normalised state that attains \(-1/8\) is thus an eigenvector of \(P+Q\) with eigenvalue \(1/2\). Its Born probabilities are then fixed as well. With \(p=\langle\psi,P\psi\rangle\), applying \(P\) to the eigenvalue equation and taking the real part of the inner product with \(\psi\) gives \(p-\tfrac18=\tfrac p2\), so \(p=\tfrac14\), and the same holds for \(Q\). This short consequence is ordinary algebra added here, with no Lean theorem behind it.

## Commuting projectors give no negativity

If \(PQ=QP\), then

\[
QPPQ=QPQ=PQQ=PQ,
\]

and moving \(Q\) and then \(P\) to the left side of the inner product gives

\[
\langle\psi,PQ\psi\rangle=\langle\psi,QPPQ\psi\rangle
=\langle PQ\psi,PQ\psi\rangle=\|PQ\psi\|^2\ge0 .
\]

```lean
/-- Commuting orthogonal projectors have a nonnegative Margenau-Hill quasiprobability. -/
theorem margenauHill_nonneg_of_commute {P Q : E →ₗ[ℂ] E} (hP : IsProjector P)
    (hQ : IsProjector Q) (hc : P * Q = Q * P) (ψ : E) : 0 ≤ margenauHill P Q ψ := by
  have e : P (Q ψ) = Q (P (P (Q ψ))) := by
    have h1 : P (P (Q ψ)) = P (Q ψ) := LinearMap.congr_fun hP.idem (Q ψ)
    have h2 : P (Q (Q ψ)) = Q (P (Q ψ)) := LinearMap.congr_fun hc (Q ψ)
    have h3 : Q (Q ψ) = Q ψ := LinearMap.congr_fun hQ.idem ψ
    rw [h1, ← h2, h3]
  have hn : (inner ℂ (P (Q ψ)) (P (Q ψ))).re = ‖P (Q ψ)‖ ^ 2 :=
    inner_self_eq_norm_sq (𝕜 := ℂ) _
  unfold margenauHill
  rw [e, ← hQ.selfAdj ψ _, ← hP.selfAdj (Q ψ) _, hn]
  positivity
```

The equation `e` is the operator identity applied to \(\psi\). The two uses of `selfAdj` then turn the expectation value into a squared norm. A negative value therefore shows that the projectors do not commute. The converse fails: noncommuting projectors can have a nonnegative quasiprobability in a particular state.

## Rank-one projectors

To show that \(-1/8\) occurs, take projectors onto single state vectors. For a vector \(a\), the operator \(|a\rangle\langle a|\) acts by

\[
|a\rangle\langle a|\,v=\langle a,v\rangle a .
\]

```lean
/-- The operator `|a⟩⟨a|`, sending `v` to `⟨a, v⟩ a`. -/
def ray (a : E) : E →ₗ[ℂ] E where
  toFun v := (inner ℂ a v : ℂ) • a
  map_add' x y := by simp only [inner_add_right, add_smul]
  map_smul' c x := by simp only [inner_smul_right, mul_smul, RingHom.id_apply]
```

The Lean name `ray` denotes this operator. In textbooks, a ray is usually the set of multiples of a state vector. The two fields after `toFun` establish linearity.

The operator is symmetric because

\[
\langle\langle a,x\rangle a,y\rangle
=\langle x,a\rangle\langle a,y\rangle
=\langle x,\langle a,y\rangle a\rangle .
\]

Applying it twice to \(x\) gives \(\langle a,x\rangle\|a\|^2a\), which equals the result of one application when \(\|a\|=1\).

```lean
/-- For a unit vector `a`, the operator `|a⟩⟨a|` is an orthogonal projector. -/
theorem ray_isProjector {a : E} (ha : ‖a‖ = 1) : IsProjector (ray a) where
  selfAdj := by
    intro x y
    change inner ℂ ((inner ℂ a x : ℂ) • a) y = inner ℂ x ((inner ℂ a y : ℂ) • a)
    rw [inner_smul_left, inner_smul_right, inner_conj_symm]
    ring
  idem := by
    refine LinearMap.ext fun x => ?_
    change (inner ℂ a ((inner ℂ a x : ℂ) • a) : ℂ) • a = (inner ℂ a x : ℂ) • a
    rw [inner_smul_right, inner_self_eq_norm_sq_to_K, ha]
    simp
```

The two parts of the proof are these two calculations. Only the second uses the normalisation.

## Real qubit states and their overlaps

For a real angle \(\theta\), let

\[
v_\theta=(\cos\theta,\sin\theta)\in\mathbb C^2 .
\]

```lean
/-- The real planar vector `(cos θ, sin θ)`, seen as a qubit state. -/
def planar (θ : ℝ) : EuclideanSpace ℂ (Fin 2) := !₂[(Real.cos θ : ℂ), (Real.sin θ : ℂ)]
```

The Lean name for \(v_\theta\) is `planar θ`, and `EuclideanSpace ℂ (Fin 2)` is \(\mathbb C^2\) with its usual inner product. The angle is measured between state vectors; the corresponding angle on the Bloch sphere is \(2\theta\).

The components are real, so complex conjugation has no effect:

\[
\langle v_\alpha,v_\beta\rangle
=\cos\alpha\cos\beta+\sin\alpha\sin\beta
=\cos(\alpha-\beta).
\]

```lean
/-- The overlap of two real planar states is the cosine of the angle between them. -/
theorem inner_planar (α β : ℝ) :
    inner ℂ (planar α) (planar β) = (Real.cos (α - β) : ℂ) := by
  have key : ∀ a b c d : ℝ, inner ℂ (!₂[(a : ℂ), (b : ℂ)] : EuclideanSpace ℂ (Fin 2))
      !₂[(c : ℂ), (d : ℂ)] = ((a * c + b * d : ℝ) : ℂ) := by
    intro a b c d
    simp [PiLp.inner_apply, Fin.sum_univ_two]
    ring
  unfold planar
  rw [key, Real.cos_sub]
```

The auxiliary statement `key` computes the inner product of two vectors with real components, and `Real.cos_sub` is the addition formula.

## Three qubit states that attain the bound

For projectors onto \(v_\alpha\) and \(v_\beta\), with the system in \(v_0\), the quasiprobability is a product of three overlaps:

\[
\begin{aligned}
M_{v_0}\bigl(|v_\alpha\rangle\langle v_\alpha|,|v_\beta\rangle\langle v_\beta|\bigr)
&=\operatorname{Re}\bigl(\langle v_0,v_\alpha\rangle
\langle v_\alpha,v_\beta\rangle\langle v_\beta,v_0\rangle\bigr)\\
&=\cos(0-\alpha)\cos(\alpha-\beta)\cos(\beta-0).
\end{aligned}
\]

Choose \(\alpha=2\pi/3\) and \(\beta=4\pi/3\). Each cosine is \(-1/2\), and the product is

\[
\left(-\tfrac12\right)^3=-\tfrac18 .
\]

The vectors are normalised because \(\|v_\theta\|^2=\cos(\theta-\theta)=1\), so the two operators are projectors.

```lean
/-- The bound `-1/8` is attained: the planar states at angles `0`, `2π/3` and `4π/3` are
normalised, and the projectors on the last two have quasiprobability `-1/8` in the first. -/
theorem trine_witness :
    (∀ θ : ℝ, ‖planar θ‖ = 1) ∧
    IsProjector (ray (planar (2 * Real.pi / 3))) ∧
    IsProjector (ray (planar (4 * Real.pi / 3))) ∧
    margenauHill (ray (planar (2 * Real.pi / 3))) (ray (planar (4 * Real.pi / 3)))
      (planar 0) = -1 / 8 := by
  have hnorm : ∀ θ : ℝ, ‖planar θ‖ = 1 := by
    intro θ
    have gen : ∀ {F : Type} [NormedAddCommGroup F] [InnerProductSpace ℂ F] (v : F),
        (inner ℂ v v).re = ‖v‖ ^ 2 := by
      intro F _ _ v
      exact inner_self_eq_norm_sq (𝕜 := ℂ) v
    have h := gen (planar θ)
    rw [inner_planar, sub_self, Real.cos_zero, Complex.ofReal_re] at h
    exact (pow_eq_one_iff_of_nonneg (norm_nonneg _) two_ne_zero).mp h.symm
  refine ⟨hnorm, ray_isProjector (hnorm _), ray_isProjector (hnorm _), ?_⟩
  -- all three mutual overlaps equal `-1/2`
  have h1 : Real.cos (0 - 2 * Real.pi / 3) = -1 / 2 := by
    rw [show 0 - 2 * Real.pi / 3 = -(Real.pi - Real.pi / 3) by ring, Real.cos_neg,
      Real.cos_pi_sub, Real.cos_pi_div_three]
    norm_num
  have h2 : Real.cos (2 * Real.pi / 3 - 4 * Real.pi / 3) = -1 / 2 := by
    rw [← h1]
    congr 1
    ring
  have h3 : Real.cos (4 * Real.pi / 3 - 0) = -1 / 2 := by
    rw [show 4 * Real.pi / 3 - 0 = Real.pi / 3 + Real.pi by ring, Real.cos_add_pi,
      Real.cos_pi_div_three]
    norm_num
  change (inner ℂ (planar 0) ((inner ℂ (planar (2 * Real.pi / 3))
    ((inner ℂ (planar (4 * Real.pi / 3)) (planar 0) : ℂ) • planar (4 * Real.pi / 3)) : ℂ)
      • planar (2 * Real.pi / 3))).re = -1 / 8
  rw [inner_smul_right, inner_smul_right, inner_planar, inner_planar, inner_planar,
    h1, h2, h3, ← Complex.ofReal_mul, ← Complex.ofReal_mul, Complex.ofReal_re]
  norm_num

end

end MargenauHillNegativity
```

The theorem `trine_witness` joins four statements: every `planar θ` has norm one, each of the two operators is a projector, and their quasiprobability in `planar 0` is \(-1/8\). The steps `h1`, `h2` and `h3` evaluate the cosines in the order of the product above. The `change` line writes out the nested action of the two projectors, after which `inner_smul_right` pulls out the scalar overlaps.

The constant \(-1/8\) is therefore the best possible one for a statement that includes qubits. In a one-dimensional space the bound still holds but is not reached, since all operators there commute.

```lean
#print axioms MargenauHillNegativity.neg_one_eighth_le_margenauHill
#print axioms MargenauHillNegativity.margenauHill_eq_min_iff
#print axioms MargenauHillNegativity.margenauHill_nonneg_of_commute
```

```
'MargenauHillNegativity.neg_one_eighth_le_margenauHill' depends on axioms: [propext, Classical.choice, Quot.sound]
'MargenauHillNegativity.margenauHill_eq_min_iff' depends on axioms: [propext, Classical.choice, Quot.sound]
'MargenauHillNegativity.margenauHill_nonneg_of_commute' depends on axioms: [propext, Classical.choice, Quot.sound]
```
